# The replacement theorem: one ratio fixes a block of matrix elements when the invariant coupling is unique

A crystal-field or magnetic-moment code can fill a block of matrix elements by scaling a block it already has. It computes one element of the new operator, divides by the corresponding nonzero element of a simpler operator with the same symmetry, and multiplies the whole stored block by that ratio. This step is valid when symmetry allows only one independent way of coupling the two sets of states to the operators.

## Two blocks and one constant

Let a group $G$ act on a complex state space by operators $U(g)$ that preserve inner products. Let the states $u_i$ and $v_j$ transform by unitary matrices $D_1(g)$ and $D_3(g)$, and let two sets of operators, $T_k$ and $T'_k$, both transform by the same unitary matrices $D_2(g)$:

$$U(g)u_i=\sum_{i'}D_1(g)_{i'i}\,u_{i'},\qquad U(g)v_j=\sum_{j'}D_3(g)_{j'j}\,v_{j'},$$

$$U(g)T_kU(g)^{-1}=\sum_{k'}D_2(g)_{k'k}\,T_{k'}.$$

Suppose that the vectors fixed by $\overline{D_1(g)}\otimes D_2(g)\otimes D_3(g)$ for every $g$ form a space of dimension one, and that some $\langle u_i,T_kv_j\rangle$ is nonzero. Then there is exactly one complex number $c$ with

$$\langle u_i,T'_kv_j\rangle=c\,\langle u_i,T_kv_j\rangle\qquad\text{for all } i,k,j.$$

The Wigner–Eckart theorem also factors each matrix element into a coupling coefficient and a reduced matrix element. The statement here compares two blocks directly, and no coupling coefficients are computed.

## Operator equivalents and the multiplicity check

Within a single free-atom level of nonzero total angular momentum, the result lets the magnetic-moment operator be replaced by a multiple of the total angular momentum. The constant belongs to the chosen pair of state sets, and another pair can have a different one.

For a finite group, the dimension to check before scaling is

$$m=\frac1{|G|}\sum_{g\in G}\overline{\chi_1(g)}\,\chi_2(g)\,\chi_3(g),$$

where $\chi_a(g)$ is the trace of $D_a(g)$. With $m=2$ the scaling can fail. Under the rotation group of the tetrahedron, the angular momentum components $(L_x,L_y,L_z)$ and the symmetrised products $(L_yL_z+L_zL_y,\;L_zL_x+L_xL_z,\;L_xL_y+L_yL_x)$ transform by the same matrices, yet their blocks in a $p$ shell are not proportional.

The matrices $D_2$ must also be the same for both operator sets. If one set is stored in Cartesian components and the other in spherical components, one of them has to be converted first.

## From invariance to proportionality

Write $M_{ikj}=\langle u_i,T_kv_j\rangle$, with the inner product conjugate-linear in its first entry. Since $U(g)$ preserves inner products,

$$\begin{aligned}
M_{ikj}&=\langle U(g)u_i,\;U(g)T_kv_j\rangle\\
&=\langle U(g)u_i,\;\bigl(U(g)T_kU(g)^{-1}\bigr)U(g)v_j\rangle\\
&=\sum_{i'k'j'}\overline{D_1(g)_{i'i}}\,D_2(g)_{k'k}\,D_3(g)_{j'j}\,M_{i'k'j'}.
\end{aligned}$$

Put $P(g)=\overline{D_1(g)}\otimes D_2(g)\otimes D_3(g)$. The sum runs over the row indices of $P(g)$, so the equation reads $P(g)^{\mathsf T}M=M$. Complex conjugation gives $P(g)^\dagger\overline M=\overline M$.

Each factor of $P(g)$ is unitary. For the first one,

$$\overline{D_1}\,\overline{D_1}^{\,\dagger}=\overline{D_1D_1^\dagger}=1.$$

Hence $P(g)P(g)^\dagger=1$, and multiplying the conjugated equation by $P(g)$ gives

$$\overline M=P(g)P(g)^\dagger\overline M=P(g)\overline M.$$

So $\overline M$ lies in the fixed space. The same steps put $\overline{M'}$ there, where $M'_{ikj}=\langle u_i,T'_kv_j\rangle$. The space has dimension one and $\overline M\neq0$, so $\overline{M'}=\gamma\overline M$ for some $\gamma$. Conjugating once more gives $M'=cM$ with $c=\overline\gamma$. At an entry where $M_{i_0k_0j_0}\neq0$ this forces

$$c=\frac{M'_{i_0k_0j_0}}{M_{i_0k_0j_0}},$$

which shows that $c$ is unique.

**Other multiplicities.** If the fixed space has dimension $m$, the conjugated arrays of any $m+1$ operator sets that transform by $D_2$ lie in it and are linearly dependent, and so are the arrays themselves. For $m=0$ every matrix element vanishes, which is a selection rule. Of this extension, only the membership in the fixed space is formalised below.

**One state on each side and one operator.** Here $P(g)$ is a single phase, and the fixed space has dimension one exactly when that phase is 1 for every $g$. An even state, an odd state and an odd operator are an example. The Pauli matrices $\sigma_x$ and $\sigma_y$ are both odd, with upper off-diagonal entries $1$ and $-i$, so $c=-i$. Their lower entries have ratio $+i$: the two operators are not proportional, although each of these one-element blocks is.

## The Lean file

```lean
import Mathlib

open Matrix
open scoped Kronecker InnerProductSpace

noncomputable section

namespace ReplacementTheorem

variable {G H I J K : Type*} [Group G] [NormedAddCommGroup H] [InnerProductSpace ℂ H]
  [Fintype I] [DecidableEq I] [Fintype J] [DecidableEq J] [Fintype K] [DecidableEq K]

/-- The states `u i` transform among themselves under `U g` by the matrices `D g`. -/
def StatesTransform (U : G →* Module.End ℂ H) (D : G →* unitaryGroup I ℂ) (u : I → H) : Prop :=
  ∀ g i, U g (u i) = ∑ i', (D g).1 i' i • u i'

/-- The operators `T k` transform among themselves under conjugation with `U g` by the
matrices `D g`. -/
def OperatorsTransform (U : G →* Module.End ℂ H) (D : G →* unitaryGroup K ℂ)
    (T : K → Module.End ℂ H) : Prop :=
  ∀ g k, U g * T k * U g⁻¹ = ∑ k', (D g).1 k' k • T k'

/-- The array of all matrix elements `⟨u i, T k v j⟩`. -/
def matEl (u : I → H) (T : K → Module.End ℂ H) (v : J → H) : I × K × J → ℂ :=
  fun p => ⟪u p.1, T p.2.1 (v p.2.2)⟫_ℂ

/-- The direct product `conj D1 ⊗ D2 ⊗ D3` at the group element `g`. -/
def tripleProduct (D1 : G →* unitaryGroup I ℂ) (D2 : G →* unitaryGroup K ℂ)
    (D3 : G →* unitaryGroup J ℂ) (g : G) : Matrix (I × K × J) (I × K × J) ℂ :=
  (D1 g).1.map star ⊗ₖ ((D2 g).1 ⊗ₖ (D3 g).1)

/-- The space of vectors fixed by `conj D1 ⊗ D2 ⊗ D3` at every group element. -/
def invariants (D1 : G →* unitaryGroup I ℂ) (D2 : G →* unitaryGroup K ℂ)
    (D3 : G →* unitaryGroup J ℂ) : Submodule ℂ (I × K × J → ℂ) where
  carrier := {x | ∀ g, tripleProduct D1 D2 D3 g *ᵥ x = x}
  zero_mem' := fun g => Matrix.mulVec_zero _
  add_mem' := fun {x y} hx hy g => by rw [Matrix.mulVec_add, hx g, hy g]
  smul_mem' := fun c x hx g => by rw [Matrix.mulVec_smul, hx g]

variable {U : G →* Module.End ℂ H} {D1 : G →* unitaryGroup I ℂ} {D2 : G →* unitaryGroup K ℂ}
  {D3 : G →* unitaryGroup J ℂ} {u : I → H} {v : J → H} {T T' : K → Module.End ℂ H}

/-- If `U` preserves inner products and `u`, `T` and `v` transform by `D1`, `D2` and `D3`, the array
of matrix elements is fixed by the transpose of the triple direct product. -/
theorem transpose_mulVec_matEl (hU : ∀ g x y, ⟪U g x, U g y⟫_ℂ = ⟪x, y⟫_ℂ)
    (hu : StatesTransform U D1 u) (hT : OperatorsTransform U D2 T)
    (hv : StatesTransform U D3 v) (g : G) :
    (tripleProduct D1 D2 D3 g)ᵀ *ᵥ matEl u T v = matEl u T v := by
  funext ⟨i, k, j⟩
  have hinv : ∀ x, U g⁻¹ (U g x) = x := fun x => by
    rw [← Module.End.mul_apply, ← map_mul, inv_mul_cancel, map_one, Module.End.one_apply]
  have hTk : U g (T k (v j)) = ∑ k', (D2 g).1 k' k • T k' (U g (v j)) := by
    have h := LinearMap.congr_fun (hT g k) (U g (v j))
    simpa only [Module.End.mul_apply, hinv, LinearMap.sum_apply, LinearMap.smul_apply] using h
  -- rotate both states and the operator together
  have key : matEl u T v (i, k, j) = ⟪∑ i', (D1 g).1 i' i • u i',
      ∑ k', (D2 g).1 k' k • T k' (∑ j', (D3 g).1 j' j • v j')⟫_ℂ := by
    rw [← hu g i, ← hv g j, ← hTk, hU]
    rfl
  rw [key, sum_inner]
  simp only [Matrix.mulVec, dotProduct, Fintype.sum_prod_type]
  refine Finset.sum_congr rfl fun i' _ => ?_
  rw [inner_smul_left, inner_sum, Finset.mul_sum]
  refine Finset.sum_congr rfl fun k' _ => ?_
  rw [inner_smul_right, map_sum, inner_sum, Finset.mul_sum, Finset.mul_sum]
  refine Finset.sum_congr rfl fun j' _ => ?_
  rw [map_smul, inner_smul_right]
  simp only [tripleProduct, matEl, Matrix.transpose_apply, Matrix.kroneckerMap_apply,
    Matrix.map_apply, starRingEnd_apply]
  ring

/-- The triple direct product of unitary matrices is unitary. -/
theorem tripleProduct_mul_conjTranspose (g : G) :
    tripleProduct D1 D2 D3 g * (tripleProduct D1 D2 D3 g)ᴴ = 1 := by
  have h1 : (D1 g).1 * (D1 g).1ᴴ = 1 := mem_unitaryGroup_iff.mp (D1 g).2
  have h2 : (D2 g).1 * (D2 g).1ᴴ = 1 := mem_unitaryGroup_iff.mp (D2 g).2
  have h3 : (D3 g).1 * (D3 g).1ᴴ = 1 := mem_unitaryGroup_iff.mp (D3 g).2
  have h1' : (D1 g).1.map star * ((D1 g).1.map star)ᴴ = 1 := by
    have e : ((D1 g).1.map star)ᴴ = (D1 g).1ᵀ := by
      ext a b
      exact star_star _
    have e' : (D1 g).1.map star = (D1 g).1ᴴᵀ := rfl
    rw [e, e', ← Matrix.transpose_mul, h1, Matrix.transpose_one]
  rw [tripleProduct, Matrix.conjTranspose_kronecker, Matrix.conjTranspose_kronecker,
    ← Matrix.mul_kronecker_mul, ← Matrix.mul_kronecker_mul, h1', h2, h3,
    Matrix.one_kronecker_one, Matrix.one_kronecker_one]

/-- If `U` preserves inner products and `u`, `T` and `v` transform by `D1`, `D2` and `D3`, the
complex conjugate of the array of matrix elements is fixed by `conj D1 ⊗ D2 ⊗ D3`. -/
theorem star_matEl_mem (hU : ∀ g x y, ⟪U g x, U g y⟫_ℂ = ⟪x, y⟫_ℂ)
    (hu : StatesTransform U D1 u) (hT : OperatorsTransform U D2 T)
    (hv : StatesTransform U D3 v) : star (matEl u T v) ∈ invariants D1 D2 D3 := by
  intro g
  have h : (tripleProduct D1 D2 D3 g)ᴴ *ᵥ star (matEl u T v) = star (matEl u T v) := by
    funext p
    have hp := congrArg star (congrFun (transpose_mulVec_matEl hU hu hT hv g) p)
    simp only [Matrix.mulVec, dotProduct, star_sum, star_mul', Matrix.transpose_apply] at hp
    exact hp
  -- unitarity turns the adjoint into the inverse
  calc tripleProduct D1 D2 D3 g *ᵥ star (matEl u T v)
      = tripleProduct D1 D2 D3 g *ᵥ
          ((tripleProduct D1 D2 D3 g)ᴴ *ᵥ star (matEl u T v)) := by rw [h]
    _ = star (matEl u T v) := by
      rw [Matrix.mulVec_mulVec, tripleProduct_mul_conjTranspose, Matrix.one_mulVec]

/-- Replacement theorem: let `U` preserve inner products, let the states `u` and `v` transform by
`D1` and `D3`, let the operator sets `T` and `T'` both transform by `D2`, and let
`conj D1 ⊗ D2 ⊗ D3` have a one-dimensional fixed space. If some `⟨u i, T k v j⟩` is nonzero, the
matrix elements of `T'` are those of `T` times one constant, which is unique. -/
theorem replacement (hU : ∀ g x y, ⟪U g x, U g y⟫_ℂ = ⟪x, y⟫_ℂ)
    (hu : StatesTransform U D1 u) (hv : StatesTransform U D3 v)
    (hT : OperatorsTransform U D2 T) (hT' : OperatorsTransform U D2 T')
    (hdim : Module.finrank ℂ (invariants D1 D2 D3) = 1)
    (hne : ∃ i k j, ⟪u i, T k (v j)⟫_ℂ ≠ 0) :
    ∃! c : ℂ, ∀ i k j, ⟪u i, T' k (v j)⟫_ℂ = c * ⟪u i, T k (v j)⟫_ℂ := by
  obtain ⟨i₀, k₀, j₀, h₀⟩ := hne
  let w : invariants D1 D2 D3 := ⟨star (matEl u T v), star_matEl_mem hU hu hT hv⟩
  let w' : invariants D1 D2 D3 := ⟨star (matEl u T' v), star_matEl_mem hU hu hT' hv⟩
  have hw : w ≠ 0 := fun h => h₀ (star_eq_zero.mp
    (congrFun (congrArg Subtype.val h) (i₀, k₀, j₀)))
  -- in a one-dimensional space every vector is a multiple of a nonzero one
  obtain ⟨c, hc⟩ := (finrank_eq_one_iff_of_nonzero' w hw).mp hdim w'
  have hp : ∀ i k j, ⟪u i, T' k (v j)⟫_ℂ = star c * ⟪u i, T k (v j)⟫_ℂ := fun i k j => by
    have h : c * star ⟪u i, T k (v j)⟫_ℂ = star ⟪u i, T' k (v j)⟫_ℂ :=
      congrFun (congrArg Subtype.val hc) (i, k, j)
    have h' := congrArg star h
    rw [star_mul', star_star, star_star] at h'
    exact h'.symm
  exact ⟨star c, hp, fun d hd =>
    mul_right_cancel₀ h₀ ((hd i₀ k₀ j₀).symm.trans (hp i₀ k₀ j₀))⟩


/-- The operator on a two-level system with matrix rows `(a, b)` and `(c, d)`. -/
def op (a b c d : ℂ) : Module.End ℂ (EuclideanSpace ℂ (Fin 2)) where
  toFun x := !₂[a * x 0 + b * x 1, c * x 0 + d * x 1]
  map_add' x y := by ext i; fin_cases i <;> simp <;> ring
  map_smul' r x := by ext i; fin_cases i <;> simp <;> ring

/-- The two-element group acting on a two-level system with one even and one odd level. -/
def parity : ℤˣ →* Module.End ℂ (EuclideanSpace ℂ (Fin 2)) where
  toFun s := op 1 0 0 ((s : ℤ) : ℂ)
  map_one' := by
    refine LinearMap.ext fun x => ?_
    ext i; fin_cases i <;> simp [op]
  map_mul' s t := by
    refine LinearMap.ext fun x => ?_
    ext i; fin_cases i <;> simp [op, mul_assoc]

/-- The one-dimensional odd representation of the two-element group. -/
def odd : ℤˣ →* unitaryGroup (Fin 1) ℂ where
  toFun s := ⟨Matrix.diagonal fun _ => ((s : ℤ) : ℂ), by
    rw [mem_unitaryGroup_iff, Matrix.star_eq_conjTranspose]
    rcases Int.units_eq_one_or s with rfl | rfl <;> simp⟩
  map_one' := Subtype.ext (by simp)
  map_mul' s t := Subtype.ext (by simp)

/-- An even state, an odd state and all operators with zero diagonal meet the symmetry conditions
of the replacement theorem, and the matrix element is the upper off-diagonal entry `a`. -/
theorem replacement_witness :
    (∀ s x y, ⟪parity s x, parity s y⟫_ℂ = ⟪x, y⟫_ℂ) ∧
    StatesTransform parity (1 : ℤˣ →* unitaryGroup (Fin 1) ℂ) (fun _ => !₂[1, 0]) ∧
    StatesTransform parity odd (fun _ => !₂[0, 1]) ∧
    (∀ a b, OperatorsTransform parity odd (fun _ => op 0 a b 0)) ∧
    Module.finrank ℂ (invariants (1 : ℤˣ →* unitaryGroup (Fin 1) ℂ) odd odd) = 1 ∧
    ∀ a b, ⟪(!₂[1, 0] : EuclideanSpace ℂ (Fin 2)), op 0 a b 0 !₂[0, 1]⟫_ℂ = a := by
  refine ⟨fun s x y => ?_, fun s i => ?_, fun s i => ?_, fun a b s k => ?_, ?_, fun a b => ?_⟩
  · rcases Int.units_eq_one_or s with rfl | rfl <;>
      simp [parity, op, PiLp.inner_apply, Fin.sum_univ_two]
  · fin_cases i
    ext a; fin_cases a <;> simp [parity, op]
  · fin_cases i
    ext a; fin_cases a <;> simp [parity, op, odd]
  · fin_cases k
    refine LinearMap.ext fun x => ?_
    rcases Int.units_eq_one_or s with rfl | rfl <;> ext i <;> fin_cases i <;>
      simp [parity, op, odd]
  · -- even times odd times odd is even, so every vector is fixed
    have h : invariants (1 : ℤˣ →* unitaryGroup (Fin 1) ℂ) odd odd = ⊤ := by
      refine eq_top_iff.mpr fun x _ s => ?_
      funext ⟨i, k, j⟩
      fin_cases i; fin_cases k; fin_cases j
      rcases Int.units_eq_one_or s with rfl | rfl <;>
        simp [tripleProduct, odd, Matrix.mulVec, dotProduct, Fintype.sum_prod_type]
    rw [h, finrank_top, Module.finrank_fintype_fun_eq_card]
    simp
  · rw [PiLp.inner_apply, Fin.sum_univ_two]
    simp [op]

end ReplacementTheorem
```

```lean
#print axioms ReplacementTheorem.replacement
```

```
'ReplacementTheorem.replacement' depends on axioms: [propext, Classical.choice, Quot.sound]
```

## Physical meaning of the Lean objects

In the file, `H` is the state space and not a Hamiltonian, and `J` is an index set and not an angular momentum. The index sets `I`, `K` and `J` are finite and label the $u_i$, the operators and the $v_j$. The group `G` may be infinite.

`U` is a homomorphism from `G` into the linear operators on `H`, and the hypothesis `hU` says that it preserves inner products. `StatesTransform` and `OperatorsTransform` are the transformation laws above, with the new index as the row index of the matrix. `matEl` is the array $M$, `tripleProduct` is $P(g)$, and `invariants` is the fixed space. In `replacement`, `hdim` sets its dimension to one, `hne` supplies the nonzero element, and `∃!` states that $c$ exists and is unique.

The states need not be normalised, orthogonal or linearly independent, and the matrices need not be irreducible. `H` may have infinite dimension and need not be complete. Unbounded operators can therefore be treated on a common domain that they and all the `U g` map into itself.

## The lemmas behind `replacement`

`transpose_mulVec_matEl` proves $P(g)^{\mathsf T}M=M$. Its intermediate fact `hTk` moves $U(g)$ past $T_k$, `key` writes the element with both states and the operator rotated, and the remaining steps expand the three sums.

`tripleProduct_mul_conjTranspose` proves $P(g)P(g)^\dagger=1$ factor by factor. `star_matEl_mem` conjugates the first identity and uses the second to place $\overline M$ in the fixed space.

`replacement` applies this lemma to both operator sets. The one-dimensionality criterion `finrank_eq_one_iff_of_nonzero'` yields $\gamma$, which the proof calls `c`, and the constant returned is `star c`. Cancelling the nonzero element `h₀` gives uniqueness.

`replacement_witness` checks the symmetry conditions for the parity example. It covers every operator with zero diagonal and finds the matrix element to be the upper off-diagonal entry `a`.

## Symmetry as an input to the code

When the fixed space has dimension one and the reference block has a nonzero element, the theorem guarantees proportionality for states and operators that obey the transformation laws exactly. Whether the arrays in a program obey them is the step left to the user. A grid, a truncated basis or an incomplete multiplet can break the symmetry, and the elements then need not share one ratio. Comparing several ratios within a block can reveal such a defect, and a reference element of large modulus keeps the division well conditioned.

Every symmetry operation here acts linearly, so time reversal, which is antilinear, cannot be included in $G$. Symmetry alone also gives no value for $c$: that takes further information, such as one computed element of the new operator.
